# Divergent $G=0$ terms cancel exactly when the cell is neutral

A plane-wave total-energy program leaves the $G=0$ component out of the Hartree, ion-ion and local-pseudopotential sums, and adds the constant $(N/\Omega)\sum_a\alpha_a$ in their place. Here $N$ is the number of electrons in a cell of volume $\Omega$, and $\alpha_a$ is a number computed once for each ion from its pseudopotential. The constant varies as $1/\Omega$ at fixed $N$, so it contributes to the pressure. The replacement rests on a cancellation between three terms that diverge separately.

## Completing the square in the charges

Let ion $a$ have valence charge $Z_a$ and local pseudopotential $v_a(r)$, in Hartree atomic units, and let $Z=\sum_a Z_a$. Far from the ion, $v_a$ approaches $-Z_a/r$. Its short-range part is
$$w_a(r)=v_a(r)+\frac{Z_a}{r},\qquad W_a(q)=4\pi\int_0^\infty r^2w_a(r)\,\frac{\sin qr}{qr}\,dr .$$
The one analytic assumption is that $r^2w_a$ is integrable on $r>0$. Physically, the ion looks like a point charge $Z_a$ from afar, and the deviation from that has a finite integral over space, even in absolute value.

The tail $-Z_a/r$ has no convergent transform, because $\int\sin(qr)\,dr$ oscillates. Screen it by $e^{-\mu r}$ with $\mu>0$. For $q>0$,
$$\frac{d}{dr}\left[-\frac{e^{-\mu r}(\mu\sin qr+q\cos qr)}{q(q^2+\mu^2)}\right]=\frac{e^{-\mu r}\sin qr}{q}.$$
The bracket vanishes at infinity and equals $-1/(q^2+\mu^2)$ at $r=0$, so
$$\int_0^\infty \frac{e^{-\mu r}\sin qr}{q}\,dr=\frac1{q^2+\mu^2}.$$
The screened tail therefore transforms to $-4\pi Z_a/(q^2+\mu^2)$, which becomes $-4\pi Z_a/q^2$ as $\mu\to0^+$.

With the electrons and ions represented by their total charges, the energy at small $q$ is
$$T(q)=\frac{2\pi(N^2+Z^2)}{\Omega q^2}+\frac N\Omega\sum_a\left(W_a(q)-\frac{4\pi Z_a}{q^2}\right).$$
The Coulomb parts of the sum add up to $-4\pi NZ/(\Omega q^2)$, which completes the square:
$$T(q)=\frac{2\pi(N-Z)^2}{\Omega q^2}+\frac N\Omega\sum_aW_a(q).$$

Since $|\sin x/x|\le1$, the integrand of $W_a(q)$ is bounded by $|r^2w_a|$ for every $q$. Dominated convergence gives
$$W_a(q)\to\alpha_a=4\pi\int_0^\infty r^2w_a(r)\,dr .$$
If $N=Z$, the first term of $T$ is absent and $T(q)\to(N/\Omega)\sum_a\alpha_a$. If $N\ne Z$, the first term grows without bound while the second stays finite, so $T(q)\to+\infty$. Hence $T$ has a finite limit exactly when $N=Z$.

For density-functional calculations this supplies the $G=0$ constant, within a model that keeps only the total charges of the electron and ion densities near $q=0$. Passing from $T$ to a real crystal needs that replacement to be justified: if the cell has a net dipole moment, for instance, its charge density has a part linear in $q$, whose square multiplied by $1/q^2$ leaves a finite term, about which the theorems say nothing.

## Potentials, transforms and the energy in Lean

```lean
import Mathlib

open Real MeasureTheory Filter Set
open scoped Topology

namespace PlaneWaveGZero

noncomputable section
```

The function $w_a$ is `shortRange`. In the definitions for a single ion, `Z` is that ion's charge; later `Z` is the family of charges, and the total written $Z$ above is `∑ a, Z a`.

```lean
/-- The short-range part `v(r) + Z/r` of a local pseudopotential `v` of an ion of charge `Z`,
for `r > 0`. -/
def shortRange (v : ℝ → ℝ) (Z r : ℝ) : ℝ := v r + Z / r
```

The transform carries no factor $1/\Omega$. Mathlib's `sinc` is $\sin x/x$ without a factor $\pi$ in the argument, and it equals one at zero.

```lean
/-- The Fourier transform of a spherical function `f` at wave number `q`, as a radial integral
with kernel `sinc (q r) = sin (q r) / (q r)`. -/
def radialTransform (f : ℝ → ℝ) (q : ℝ) : ℝ :=
  4 * π * ∫ r in Ioi (0 : ℝ), r ^ 2 * f r * sinc (q * r)
```

The transform of the full pseudopotential is defined with its Coulomb term already in place. The screening theorem below justifies that term.

```lean
/-- The transform of a local pseudopotential with Coulomb tail `-Z/r`, for `q ≠ 0`. -/
def localTransform (v : ℝ → ℝ) (Z q : ℝ) : ℝ :=
  radialTransform (shortRange v Z) q - 4 * π * Z / q ^ 2
```

The energy $T$ is `smallQEnergy`. The ions are labelled by a finite type `ι`, and $N$ and the charges may be any real numbers.

```lean
/-- The sum of the Hartree, ion-ion and local electron-ion energies at small wave number `q`, in the
model that represents the electrons and the ions by their total charges, for `N` electrons and ions
of charges `Z a` in a cell of volume `Ω`, with `Ω ≠ 0` and `q ≠ 0`. -/
def smallQEnergy {ι : Type*} [Fintype ι] (Ω N : ℝ) (v : ι → ℝ → ℝ) (Z : ι → ℝ) (q : ℝ) : ℝ :=
  2 * π * (N ^ 2 + (∑ a, Z a) ^ 2) / (Ω * q ^ 2) + N / Ω * ∑ a, localTransform (v a) (Z a) q
```

The empty-core potential serves as an example: it vanishes inside a core radius and is purely Coulombic outside.

```lean
/-- The empty-core pseudopotential: zero up to the core radius `rc` and `-Z/r` beyond it,
for `r > 0`. -/
def emptyCore (Z rc r : ℝ) : ℝ := if r ≤ rc then 0 else -Z / r
```

## The limit of the short-range transform

The first lemma shows that multiplying $r^2f$ by the kernel preserves integrability, because the kernel lies between $-1$ and $1$.

```lean
/-- If `r² f` is integrable on `r > 0`, so is the integrand of the radial transform of `f`. -/
theorem integrable_kernel {f : ℝ → ℝ} (hf : IntegrableOn (fun r => r ^ 2 * f r) (Ioi 0))
    (q : ℝ) : IntegrableOn (fun r => r ^ 2 * f r * sinc (q * r)) (Ioi 0) := by
  have hc : Continuous fun r : ℝ => sinc (q * r) :=
    continuous_sinc.comp (continuous_const.mul continuous_id)
  refine Integrable.mono hf (hf.aestronglyMeasurable.mul hc.aestronglyMeasurable)
    (ae_of_all _ fun r => ?_)
  rw [norm_mul]
  exact mul_le_of_le_one_right (norm_nonneg _)
    (abs_le.2 ⟨neg_one_le_sinc _, sinc_le_one _⟩)
```

The limit $W_a(q)\to\alpha_a$ comes from `continuous_of_dominated`, Mathlib's dominated convergence theorem for an integral that depends on a parameter. It asks for four things:

- the integrand is measurable in $r$ for each $q$;
- it is bounded by a function of $r$ alone, here `‖r ^ 2 * f r‖`;
- that bound is integrable;
- the integrand is continuous in $q$ for almost every $r$.

The conclusion is continuity at every $q$, including zero. This is where the value `sinc 0 = 1` helps: the kernel has no gap at $q=0$, so the limit is found by evaluating the transform there. The last line of the proof restricts the two-sided limit to $q\to0^+$.

```lean
/-- If `r² f` is integrable on `r > 0`, the radial transform of `f` tends to `4π ∫ r² f`
as `q → 0+`. -/
theorem radialTransform_tendsto {f : ℝ → ℝ}
    (hf : IntegrableOn (fun r => r ^ 2 * f r) (Ioi 0)) :
    Tendsto (radialTransform f) (𝓝[>] 0) (𝓝 (4 * π * ∫ r in Ioi (0 : ℝ), r ^ 2 * f r)) := by
  -- dominated convergence, since the kernel is bounded by one
  have hc : Continuous (radialTransform f) := by
    refine continuous_const.mul (continuous_of_dominated
      (bound := fun r => ‖r ^ 2 * f r‖) (fun q => (integrable_kernel hf q).aestronglyMeasurable)
      (fun q => ae_of_all _ fun r => ?_) hf.norm (ae_of_all _ fun r => ?_))
    · rw [norm_mul]
      exact mul_le_of_le_one_right (norm_nonneg _)
        (abs_le.2 ⟨neg_one_le_sinc _, sinc_le_one _⟩)
    · exact continuous_const.mul (continuous_sinc.comp (continuous_id.mul continuous_const))
  have h0 : radialTransform f 0 = 4 * π * ∫ r in Ioi (0 : ℝ), r ^ 2 * f r := by
    simp only [radialTransform, zero_mul, sinc_zero, mul_one]
  rw [← h0]
  exact (hc.tendsto 0).mono_left nhdsWithin_le_nhds
```

## The Coulomb term from vanishing screening

The next theorem contains the screened integral. Integrability follows by comparison with $e^{-\mu r}$. The antiderivative is the one differentiated above, `hF` checks its derivative, and `hG` shows that its numerator vanishes at infinity.

```lean
/-- For `μ, q > 0` the function `exp(-μ r) sin(q r) / q` is integrable on `r > 0`, with
integral `1 / (q² + μ²)`. -/
theorem screened_integral {μ q : ℝ} (hμ : 0 < μ) (hq : 0 < q) :
    IntegrableOn (fun r => exp (-μ * r) * sin (q * r) / q) (Ioi 0) ∧
    ∫ r in Ioi (0 : ℝ), exp (-μ * r) * sin (q * r) / q = 1 / (q ^ 2 + μ ^ 2) := by
  have hD : q ^ 2 + μ ^ 2 ≠ 0 := by positivity
  have hqD : q * (q ^ 2 + μ ^ 2) ≠ 0 := mul_ne_zero hq.ne' hD
  have hint : IntegrableOn (fun r => exp (-μ * r) * sin (q * r) / q) (Ioi 0) := by
    have hcont : Continuous fun r : ℝ => exp (-μ * r) * sin (q * r) := by fun_prop
    refine Integrable.div_const (Integrable.mono' (exp_neg_integrableOn_Ioi 0 hμ)
      hcont.aestronglyMeasurable (ae_of_all _ fun r => ?_)) q
    rw [norm_mul, Real.norm_eq_abs, Real.norm_eq_abs, abs_of_pos (exp_pos _)]
    exact mul_le_of_le_one_right (exp_pos _).le (abs_sin_le_one _)
  refine ⟨hint, ?_⟩
  -- an explicit antiderivative
  have hF : ∀ x : ℝ, HasDerivAt
      (fun r => -(exp (-μ * r) * (μ * sin (q * r) + q * cos (q * r))) / (q * (q ^ 2 + μ ^ 2)))
      (exp (-μ * x) * sin (q * x) / q) x := by
    intro x
    have h1 := ((hasDerivAt_id' x).const_mul (-μ)).exp
    have h2 := ((hasDerivAt_id' x).const_mul q).sin
    have h3 := ((hasDerivAt_id' x).const_mul q).cos
    refine ((h1.fun_mul ((h2.const_mul μ).fun_add (h3.const_mul q))).fun_neg.div_const
      (q * (q ^ 2 + μ ^ 2))).congr_deriv ?_
    rw [div_eq_div_iff hqD hq.ne']
    ring
  have he : Tendsto (fun r : ℝ => exp (-μ * r) * (μ + q)) atTop (𝓝 0) := by
    have h := (tendsto_exp_atBot.comp
      (tendsto_id.const_mul_atTop_of_neg (neg_lt_zero.2 hμ))).mul_const (μ + q)
    rw [zero_mul] at h
    exact h
  have hG : Tendsto (fun r : ℝ => exp (-μ * r) * (μ * sin (q * r) + q * cos (q * r)))
      atTop (𝓝 0) := by
    refine squeeze_zero_norm (fun r => ?_) he
    rw [norm_mul, Real.norm_eq_abs, Real.norm_eq_abs, abs_of_pos (exp_pos _)]
    refine mul_le_mul_of_nonneg_left (abs_le.2 ⟨?_, ?_⟩) (exp_pos _).le
    · nlinarith [neg_one_le_sin (q * r), neg_one_le_cos (q * r)]
    · nlinarith [sin_le_one (q * r), cos_le_one (q * r)]
  have hlim := hG.neg.div_const (q * (q ^ 2 + μ ^ 2))
  rw [neg_zero, zero_div] at hlim
  rw [integral_Ioi_of_hasDerivAt_of_tendsto' (fun x _ => hF x) hint hlim]
  simp only [mul_zero, exp_zero, sin_zero, cos_zero, zero_add, mul_one, one_mul, zero_sub]
  rw [neg_div, neg_neg, div_eq_div_iff hqD hD]
  ring
```

For fixed $q>0$, the transform of $w_a(r)-Z_ae^{-\mu r}/r$ tends to `localTransform` as $\mu\to0^+$. The proof first takes the limit of the explicit expression $W_a(q)-4\pi Z_a/(q^2+\mu^2)$. It then shows that this expression equals the screened transform for every $\mu>0$, by splitting the integrand into two integrable parts in `hcongr`.

```lean
/-- For `q > 0` and `r² (v + Z/r)` integrable on `r > 0`, the transform of the pseudopotential is
the limit of ordinary radial transforms in which the tail `-Z/r` is screened to
`-Z exp(-μ r)/r` and `μ → 0+`. -/
theorem localTransform_eq_limit {v : ℝ → ℝ} {Z q : ℝ} (hq : 0 < q)
    (hv : IntegrableOn (fun r => r ^ 2 * shortRange v Z r) (Ioi 0)) :
    Tendsto (fun μ => radialTransform (fun r => shortRange v Z r - Z * exp (-μ * r) / r) q)
      (𝓝[>] 0) (𝓝 (localTransform v Z q)) := by
  have ht : Tendsto (fun μ : ℝ => radialTransform (shortRange v Z) q
      - 4 * π * Z / (q ^ 2 + μ ^ 2)) (𝓝[>] 0) (𝓝 (localTransform v Z q)) := by
    have hd : Tendsto (fun μ : ℝ => q ^ 2 + μ ^ 2) (𝓝 0) (𝓝 (q ^ 2)) := by
      have hc : Continuous fun μ : ℝ => q ^ 2 + μ ^ 2 := by fun_prop
      simpa using hc.tendsto 0
    exact (tendsto_const_nhds.sub (tendsto_const_nhds.div hd (pow_ne_zero 2 hq.ne'))).mono_left
      nhdsWithin_le_nhds
  refine ht.congr' ?_
  filter_upwards [self_mem_nhdsWithin] with μ hμ
  obtain ⟨hB, hval⟩ := screened_integral (mem_Ioi.1 hμ) hq
  have hB' : IntegrableOn (fun r => Z * (exp (-μ * r) * sin (q * r) / q)) (Ioi 0) :=
    hB.const_mul Z
  -- split the integrand into its short-range and screened parts
  have hcongr : EqOn
      (fun r => r ^ 2 * (shortRange v Z r - Z * exp (-μ * r) / r) * sinc (q * r))
      (fun r => r ^ 2 * shortRange v Z r * sinc (q * r)
        - Z * (exp (-μ * r) * sin (q * r) / q)) (Ioi 0) := by
    intro r hr
    have hr0 : r ≠ 0 := ne_of_gt hr
    have hinv : r * r⁻¹ = 1 := mul_inv_cancel₀ hr0
    have hs : r * sinc (q * r) = sin (q * r) / q := by
      rw [sinc_of_ne_zero (mul_ne_zero hq.ne' hr0)]
      field_simp
    linear_combination (-Z * exp (-μ * r) * r * sinc (q * r)) * hinv
      - Z * exp (-μ * r) * hs
  unfold radialTransform
  rw [setIntegral_congr_fun measurableSet_Ioi hcongr,
    integral_sub (integrable_kernel hv q) hB', integral_const_mul, hval]
  ring
```

## Neutral and charged cells

The completed square is an algebraic identity, obtained by pulling the common factors out of the sum over ions.

```lean
variable {ι : Type*} [Fintype ι]

/-- The Coulomb terms combine into the square of the net charge, leaving the transforms of the
short-range parts. -/
theorem smallQEnergy_eq (Ω N : ℝ) (v : ι → ℝ → ℝ) (Z : ι → ℝ) (q : ℝ) :
    smallQEnergy Ω N v Z q = 2 * π * (N - ∑ a, Z a) ^ 2 / Ω * q⁻¹ ^ 2
      + N / Ω * ∑ a, radialTransform (shortRange (v a) (Z a)) q := by
  simp only [smallQEnergy, localTransform, Finset.sum_sub_distrib, ← Finset.sum_div,
    ← Finset.mul_sum]
  ring
```

The main theorem assumes $\Omega>0$ and the integrability of each $r^2w_a$. Its three parts state that a finite limit exists if and only if $N=\sum_aZ_a$, that the limit in the neutral case is $(N/\Omega)\sum_a\alpha_a$, and that the energy tends to $+\infty$ otherwise. The filter `𝓝[>] 0` expresses $q\to0^+$ and leaves out $q=0$, where Lean's convention for division by zero would give a value without physical meaning.

In the proof, `hW` is the limit of the short-range sum. For a neutral cell the square vanishes and `hW` is the whole answer. For a charged cell, `hdiv` shows that the positive multiple of $1/q^2$ diverges, and adding a convergent term doesn't change that. The equivalence follows because a function that tends to $+\infty$ has no finite limit.

```lean
/-- Let `r² (v_a + Z_a/r)` be integrable on `r > 0` for each ion and `Ω > 0`. The small-`q` energy
has a finite limit as `q → 0+` if and only if the cell is neutral, and the limit is then
`(N/Ω) ∑ 4π ∫ r² (v_a + Z_a/r)`; otherwise the energy tends to `+∞`. -/
theorem smallQEnergy_converges_iff_neutral {Ω : ℝ} (hΩ : 0 < Ω) (N : ℝ) (v : ι → ℝ → ℝ)
    (Z : ι → ℝ)
    (hv : ∀ a, IntegrableOn (fun r => r ^ 2 * shortRange (v a) (Z a) r) (Ioi 0)) :
    ((∃ L, Tendsto (smallQEnergy Ω N v Z) (𝓝[>] 0) (𝓝 L)) ↔ N = ∑ a, Z a) ∧
    (N = ∑ a, Z a → Tendsto (smallQEnergy Ω N v Z) (𝓝[>] 0)
      (𝓝 (N / Ω * ∑ a, 4 * π * ∫ r in Ioi (0 : ℝ), r ^ 2 * shortRange (v a) (Z a) r))) ∧
    (N ≠ ∑ a, Z a → Tendsto (smallQEnergy Ω N v Z) (𝓝[>] 0) atTop) := by
  have hW := (tendsto_finsetSum Finset.univ
    fun a _ => radialTransform_tendsto (hv a)).const_mul (N / Ω)
  have hneutral : N = ∑ a, Z a → Tendsto (smallQEnergy Ω N v Z) (𝓝[>] 0)
      (𝓝 (N / Ω * ∑ a, 4 * π * ∫ r in Ioi (0 : ℝ), r ^ 2 * shortRange (v a) (Z a) r)) := by
    intro h
    refine hW.congr fun q => ?_
    rw [smallQEnergy_eq, sub_eq_zero.2 h]
    ring
  have hcharged : N ≠ ∑ a, Z a → Tendsto (smallQEnergy Ω N v Z) (𝓝[>] 0) atTop := by
    intro h
    have hsq : 0 < (N - ∑ a, Z a) ^ 2 := pow_pos_of_ne_zero (sub_ne_zero.2 h)
    have hc : 0 < 2 * π * (N - ∑ a, Z a) ^ 2 / Ω := by positivity
    -- the squared net charge multiplies a divergent 1/q²
    have hdiv := ((tendsto_pow_atTop (two_ne_zero : (2 : ℕ) ≠ 0)).comp
      (tendsto_inv_nhdsGT_zero (𝕜 := ℝ))).const_mul_atTop hc
    exact (hdiv.atTop_add hW).congr fun q => (smallQEnergy_eq Ω N v Z q).symm
  refine ⟨⟨fun ⟨L, hL⟩ => ?_, fun h => ⟨_, hneutral h⟩⟩, hneutral, hcharged⟩
  by_contra h
  exact not_tendsto_nhds_of_tendsto_atTop (hcharged h) L hL
where
  pow_pos_of_ne_zero {x : ℝ} (hx : x ≠ 0) : 0 < x ^ 2 := by positivity
```

## The empty core and its point-charge limit

For core radius $r_c\ge0$, the function $r^2w$ equals $Zr$ inside the core and zero outside, where $Z$ is now the charge of the one ion. Hence
$$\alpha=4\pi\int_0^{r_c}Zr\,dr=2\pi Zr_c^2 .$$
The Lean proof writes the integrand as an indicator function times $Zr$, which reduces the integral to the interval from $0$ to $r_c$. The theorem also establishes the integrability that the main theorem requires.

At $r_c=0$ the ion is a bare point charge and $\alpha=0$. If every ion in a neutral cell is of this kind, all the $W_a$ vanish and $T(q)=0$ for every $q>0$. The constant that a program adds thus comes from the departure of the pseudopotentials from those of point charges. It is a signed integral, so departures of opposite sign can cancel in it.

```lean
/-- For an empty-core pseudopotential with core radius `rc ≥ 0`, `r² (v + Z/r)` is integrable on
`r > 0` and `4π ∫ r² (v + Z/r) = 2π Z rc²`. -/
theorem emptyCore_integral (Z : ℝ) {rc : ℝ} (hrc : 0 ≤ rc) :
    IntegrableOn (fun r => r ^ 2 * shortRange (emptyCore Z rc) Z r) (Ioi 0) ∧
    4 * π * ∫ r in Ioi (0 : ℝ), r ^ 2 * shortRange (emptyCore Z rc) Z r
      = 2 * π * Z * rc ^ 2 := by
  -- inside the core the integrand is Z r, outside it vanishes
  have h : EqOn (fun r => r ^ 2 * shortRange (emptyCore Z rc) Z r)
      ((Iic rc).indicator fun r => Z * r) (Ioi 0) := by
    intro r hr
    have hinv : r * r⁻¹ = 1 := mul_inv_cancel₀ (ne_of_gt hr)
    by_cases hc : r ≤ rc
    · rw [indicator_of_mem (mem_Iic.2 hc)]
      simp only [shortRange, emptyCore, if_pos hc]
      linear_combination (Z * r) * hinv
    · rw [indicator_of_notMem (fun hm => hc (mem_Iic.1 hm))]
      simp only [shortRange, emptyCore, if_neg hc]
      ring
  have hcont : Continuous fun r : ℝ => Z * r := by fun_prop
  constructor
  · rw [integrableOn_congr_fun h measurableSet_Ioi, IntegrableOn,
      integrable_indicator_iff measurableSet_Iic, IntegrableOn,
      Measure.restrict_restrict measurableSet_Iic, inter_comm, Ioi_inter_Iic]
    exact (hcont.integrableOn_Icc (a := 0) (b := rc)).mono_set Ioc_subset_Icc_self
  · rw [setIntegral_congr_fun measurableSet_Ioi h, setIntegral_indicator measurableSet_Iic,
      Ioi_inter_Iic, ← intervalIntegral.integral_of_le hrc,
      intervalIntegral.integral_const_mul, integral_id]
    ring

end

end PlaneWaveGZero
```

```lean
#print axioms PlaneWaveGZero.localTransform_eq_limit
-- 'PlaneWaveGZero.localTransform_eq_limit' depends on axioms: [propext, Classical.choice, Quot.sound]
#print axioms PlaneWaveGZero.smallQEnergy_converges_iff_neutral
-- 'PlaneWaveGZero.smallQEnergy_converges_iff_neutral' depends on axioms: [propext, Classical.choice, Quot.sound]
#print axioms PlaneWaveGZero.emptyCore_integral
-- 'PlaneWaveGZero.emptyCore_integral' depends on axioms: [propext, Classical.choice, Quot.sound]
```
